# Nonrelativistic ground-state hydrogen: quadrupole polarizability 15 a.u. and quadrupole shielding factor 1/3

In atomic units, with a fixed point nucleus, let a static axial field of order $l\ge 1$ and strength $F$ act on the electron through the potential energy $-F\,r^lP_l(\cos\theta)$, where $P_l$ is the Legendre polynomial, and let $g_l(r)=r^l/l+r^{l+1}/(l+1)$. The file below shows that $g_l e^{-r}$ solves the first-order radial equation for this field, and it evaluates the two integrals that give the polarizability and the shielding factor at the nucleus.

```lean
import Mathlib

open MeasureTheory Set
open scoped Nat

namespace HydrogenSternheimer

noncomputable section

/-- The radial factor `r^l/l + r^(l+1)/(l+1)` of the first-order hydrogen wavefunction in a
static `2^l`-pole field, for `l ≥ 1`. -/
def response (l : ℕ) (r : ℝ) : ℝ := r ^ l / l + r ^ (l + 1) / (l + 1)

/-- The hydrogen radial Hamiltonian for angular momentum `l`, in atomic units, acting on a
radial function `f` at a distance `r > 0`. -/
def radialHamiltonian (l : ℕ) (f : ℝ → ℝ) (r : ℝ) : ℝ :=
  -(deriv (deriv f) r + 2 * deriv f r / r) / 2 + l * (l + 1) * f r / (2 * r ^ 2) - f r / r

/-- Twice the matrix element of `w(r) P_l` between the hydrogen ground state and its first-order
correction; the radial density is `4 r² exp(-2r)` and `P_l²` has angular average `1/(2l+1)`. -/
def linearResponse (l : ℕ) (w : ℝ → ℝ) : ℝ :=
  8 / (2 * l + 1) * ∫ r in Ioi (0 : ℝ), r ^ 2 * w r * response l r * Real.exp (-2 * r)

/-- Factoring the ground state `exp(-r)` out of a radial function turns the Schrödinger operator
`h_l + 1/2` into a differential operator without the Coulomb potential. -/
theorem factor_ground_state (l : ℕ) {g : ℝ → ℝ} (h1 : Differentiable ℝ g)
    (h2 : Differentiable ℝ (deriv g)) (r : ℝ) :
    radialHamiltonian l (fun s => g s * Real.exp (-s)) r + 1 / 2 * (g r * Real.exp (-r)) =
      -(deriv (deriv g) r + 2 * deriv g r / r - 2 * deriv g r
        - l * (l + 1) * g r / r ^ 2) / 2 * Real.exp (-r) := by
  have he : ∀ s : ℝ, HasDerivAt (fun t : ℝ => Real.exp (-t)) (-Real.exp (-s)) s := fun s =>
    ((hasDerivAt_id' s).fun_neg.exp).congr_deriv (by ring)
  -- first and second derivative of the product
  have d1 : deriv (fun s => g s * Real.exp (-s)) =
      fun s => (deriv g s - g s) * Real.exp (-s) := funext fun s =>
    ((h1 s).hasDerivAt.fun_mul (he s)).deriv.trans (by ring)
  have d2 : deriv (fun s => (deriv g s - g s) * Real.exp (-s)) r =
      (deriv (deriv g) r - 2 * deriv g r + g r) * Real.exp (-r) :=
    (((h2 r).hasDerivAt.fun_sub (h1 r).hasDerivAt).fun_mul (he r)).deriv.trans (by ring)
  simp only [radialHamiltonian, d1, d2]
  ring

/-- The slope of the radial factor of order `n + 1` is `r^n + r^(n+1)`. -/
theorem hasDerivAt_response (n : ℕ) (r : ℝ) :
    HasDerivAt (response (n + 1)) (r ^ n + r ^ (n + 1)) r := by
  have h : HasDerivAt (response (n + 1)) _ r :=
    ((hasDerivAt_pow (n + 1) r).div_const ((n + 1 : ℕ) : ℝ)).fun_add
      ((hasDerivAt_pow (n + 1 + 1) r).div_const (((n + 1 : ℕ) : ℝ) + 1))
  refine h.congr_deriv ?_
  have h1 : (n : ℝ) + 1 ≠ 0 := by positivity
  have h2 : (n : ℝ) + 1 + 1 ≠ 0 := by positivity
  simp only [Nat.add_sub_cancel, Nat.cast_add, Nat.cast_one]
  rw [mul_div_cancel_left₀ _ h1, mul_div_cancel_left₀ _ h2]

/-- The first-order Schrödinger equation of hydrogen in a `2^l`-pole field: the correction
`response l r * exp(-r)` is driven by the source `r^l exp(-r)`. -/
theorem first_order_equation {l : ℕ} (hl : l ≠ 0) {r : ℝ} (hr : 0 < r) :
    radialHamiltonian l (fun s => response l s * Real.exp (-s)) r
      + 1 / 2 * (response l r * Real.exp (-r)) = r ^ l * Real.exp (-r) := by
  cases l with
  | zero => exact absurd rfl hl
  | succ n =>
    have d1 : deriv (response (n + 1)) = fun s => s ^ n + s ^ (n + 1) :=
      funext fun s => (hasDerivAt_response n s).deriv
    have d2 : deriv (fun s : ℝ => s ^ n + s ^ (n + 1)) r =
        n * r ^ (n - 1) + (n + 1) * r ^ n :=
      (((hasDerivAt_pow n r).fun_add (hasDerivAt_pow (n + 1) r)).congr_deriv (by simp)).deriv
    have key : (n : ℝ) * r ^ (n - 1) = n * r ^ n / r := by
      rw [eq_div_iff hr.ne']
      cases n with
      | zero => simp
      | succ m => rw [Nat.add_sub_cancel, mul_assoc, ← pow_succ]
    rw [factor_ground_state (n + 1) (fun s => (hasDerivAt_response n s).differentiableAt)
      (by rw [d1]; fun_prop) r]
    congr 1
    -- the powers r^(l-2) and r^(l-1) cancel, and only the source remains
    have h1 : (n : ℝ) + 1 ≠ 0 := by positivity
    have h2 : (n : ℝ) + 1 + 1 ≠ 0 := by positivity
    simp only [d1, d2, key, response, Nat.cast_add, Nat.cast_one]
    field_simp
    ring

/-- The radial moments of the hydrogen ground-state density factor `exp(-2r)`. -/
theorem radial_moment (n : ℕ) :
    ∫ r in Ioi (0 : ℝ), r ^ n * Real.exp (-2 * r) = (n ! : ℝ) / 2 ^ (n + 1) := by
  have h := Real.integral_rpow_mul_exp_neg_mul_Ioi
    (show (0 : ℝ) < (n : ℝ) + 1 by positivity) (show (0 : ℝ) < 2 by norm_num)
  have e : (1 / 2 : ℝ) ^ ((n : ℝ) + 1) = 1 / 2 ^ (n + 1) := by
    rw [← Nat.cast_succ, Real.rpow_natCast, one_div_pow]
  rw [Real.Gamma_nat_eq_factorial, e] at h
  simp only [add_sub_cancel_right, Real.rpow_natCast] at h
  simp only [neg_mul]
  rw [h]
  ring

/-- The radial integral of a combination of two powers against `exp(-2r)`. -/
theorem two_moments (a b : ℝ) (m n : ℕ) :
    ∫ r in Ioi (0 : ℝ), (a * (r ^ m * Real.exp (-2 * r)) + b * (r ^ n * Real.exp (-2 * r))) =
      a * ((m ! : ℝ) / 2 ^ (m + 1)) + b * ((n ! : ℝ) / 2 ^ (n + 1)) := by
  -- a non-integrable function would have integral zero
  have hi : ∀ k : ℕ, Integrable (fun r : ℝ => r ^ k * Real.exp (-2 * r))
      (volume.restrict (Ioi 0)) := by
    intro k
    by_contra hk
    have h0 := integral_undef hk
    rw [radial_moment] at h0
    have : (0 : ℝ) < (k ! : ℝ) / 2 ^ (k + 1) := by positivity
    exact this.ne' h0
  rw [integral_add ((hi m).const_mul a) ((hi n).const_mul b), integral_const_mul,
    integral_const_mul, radial_moment, radial_moment]

/-- The static `2^l`-pole polarizability of ground-state hydrogen, in atomic units. -/
theorem multipole_polarizability {l : ℕ} (hl : l ≠ 0) :
    linearResponse l (fun r => r ^ l) =
      ((2 * l + 2)! : ℝ) * (l + 2) / (2 ^ (2 * l + 1) * l * (l + 1)) := by
  have hI : ∫ r in Ioi (0 : ℝ), r ^ 2 * r ^ l * response l r * Real.exp (-2 * r) =
      ∫ r in Ioi (0 : ℝ), (1 / (l : ℝ) * (r ^ (2 * l + 2) * Real.exp (-2 * r))
        + 1 / ((l : ℝ) + 1) * (r ^ (2 * l + 3) * Real.exp (-2 * r))) := by
    refine setIntegral_congr_fun measurableSet_Ioi fun r _ => ?_
    simp only [response]
    ring
  have hf : ((2 * l + 3)! : ℝ) = (2 * l + 3) * ((2 * l + 2)! : ℝ) := by
    have h : (2 * l + 3)! = (2 * l + 3) * (2 * l + 2)! := Nat.factorial_succ (2 * l + 2)
    exact_mod_cast h
  have p1 : (2 : ℝ) ^ (2 * l + 2 + 1) = 4 * 2 ^ (2 * l + 1) := by ring
  have p2 : (2 : ℝ) ^ (2 * l + 3 + 1) = 8 * 2 ^ (2 * l + 1) := by ring
  have hP : (2 : ℝ) ^ (2 * l + 1) ≠ 0 := by positivity
  have h0 : (l : ℝ) ≠ 0 := Nat.cast_ne_zero.mpr hl
  have h1 : (l : ℝ) + 1 ≠ 0 := by positivity
  have h2 : 2 * (l : ℝ) + 1 ≠ 0 := by positivity
  simp only [linearResponse]
  rw [hI, two_moments, hf, p1, p2]
  generalize (2 : ℝ) ^ (2 * l + 1) = P at hP ⊢
  field_simp
  ring

/-- The `2^l`-pole shielding factor at the nucleus of ground-state hydrogen is `2/(l(l+1))`. -/
theorem multipole_shielding {l : ℕ} (hl : l ≠ 0) :
    linearResponse l (fun r => 1 / r ^ (l + 1)) = 2 / (l * (l + 1)) := by
  have hI : ∫ r in Ioi (0 : ℝ), r ^ 2 * (1 / r ^ (l + 1)) * response l r * Real.exp (-2 * r) =
      ∫ r in Ioi (0 : ℝ), (1 / (l : ℝ) * (r ^ 1 * Real.exp (-2 * r))
        + 1 / ((l : ℝ) + 1) * (r ^ 2 * Real.exp (-2 * r))) := by
    refine setIntegral_congr_fun measurableSet_Ioi fun r hr => ?_
    have hr0 : r ≠ 0 := ne_of_gt hr
    have k : r ^ 2 * (1 / r ^ (l + 1)) * r ^ l = r := by
      rw [pow_succ r l]
      field_simp
    simp only [response]
    generalize 1 / r ^ (l + 1) = w at k ⊢
    linear_combination (1 / (l : ℝ) + r / ((l : ℝ) + 1)) * Real.exp (-2 * r) * k
  have h0 : (l : ℝ) ≠ 0 := Nat.cast_ne_zero.mpr hl
  have h1 : (l : ℝ) + 1 ≠ 0 := by positivity
  have h2 : 2 * (l : ℝ) + 1 ≠ 0 := by positivity
  simp only [linearResponse]
  rw [hI, two_moments]
  norm_num [Nat.factorial]
  field_simp
  ring

/-- The angular average of the squared quadrupole function `P_2 = (3x²-1)/2` is `1/5`. -/
theorem quadrupole_angular_average :
    1 / 2 * ∫ x in (-1 : ℝ)..1, ((3 * x ^ 2 - 1) / 2) ^ 2 = 1 / 5 := by
  have hd : ∀ x ∈ uIcc (-1 : ℝ) 1, HasDerivAt
      (fun y : ℝ => 9 / 20 * y ^ 5 - 1 / 2 * y ^ 3 + 1 / 4 * y)
      (((3 * x ^ 2 - 1) / 2) ^ 2) x := fun x _ =>
    ((((hasDerivAt_pow 5 x).const_mul (9 / 20)).fun_sub
      ((hasDerivAt_pow 3 x).const_mul (1 / 2))).fun_add
      ((hasDerivAt_id' x).const_mul (1 / 4))).congr_deriv (by norm_num; ring)
  rw [intervalIntegral.integral_eq_sub_of_hasDerivAt hd
    (Continuous.intervalIntegrable (by fun_prop) _ _)]
  norm_num

/-- Ground-state hydrogen has quadrupole polarizability `15` in atomic units and quadrupole
shielding factor `1/3`. -/
theorem quadrupole_polarizability_and_shielding :
    linearResponse 2 (fun r => r ^ 2) = 15 ∧ linearResponse 2 (fun r => 1 / r ^ 3) = 1 / 3 :=
  ⟨(multipole_polarizability two_ne_zero).trans (by norm_num [Nat.factorial]),
    (multipole_shielding two_ne_zero).trans (by norm_num)⟩

end

end HydrogenSternheimer
```

```lean
#print axioms HydrogenSternheimer.first_order_equation
#print axioms HydrogenSternheimer.quadrupole_angular_average
#print axioms HydrogenSternheimer.quadrupole_polarizability_and_shielding
```

```
'HydrogenSternheimer.first_order_equation' depends on axioms: [propext, Classical.choice, Quot.sound]
'HydrogenSternheimer.quadrupole_angular_average' depends on axioms: [propext, Classical.choice, Quot.sound]
'HydrogenSternheimer.quadrupole_polarizability_and_shielding' depends on axioms: [propext, Classical.choice, Quot.sound]
```

## From the perturbed atom to two radial integrals

The normalised ground state is $\psi_0=e^{-r}/\sqrt\pi$, with energy $-1/2$. For $l\ge1$ the perturbation has no first-order energy, because $P_l$ averages to zero over the sphere. The first-order wavefunction $\psi_1$ therefore satisfies

$$\left(H_0+\tfrac12\right)\psi_1=F\,r^lP_l\,\psi_0 ,$$

where $H_0$ is the Hamiltonian of the free atom. Write $\psi_1=F\,g(r)P_l\,e^{-r}/\sqrt\pi$. The angular part of the Laplacian then becomes a centrifugal term, and the equation reduces to $(h_l+\tfrac12)(g e^{-r})=r^le^{-r}$ with

$$h_lf=-\tfrac12\left(f''+\frac{2f'}{r}\right)+\frac{l(l+1)}{2r^2}f-\frac fr .$$

This operator is `radialHamiltonian l`, and $g_l$ is `response l`.

An operator $w(r)P_l$ acquires, to first order in $F$, the expectation value $2\langle\psi_0|wP_l|\psi_1\rangle$. The average of $P_l^2$ over the sphere is $1/(2l+1)$, and the radial density is $4r^2e^{-2r}$, so the response per unit field is

$$\frac{8}{2l+1}\int_0^\infty r^2\,w(r)\,g_l(r)\,e^{-2r}\,dr .$$

This is `linearResponse l w`. Two weights matter:

- For $w=r^l$ the response is the induced multipole moment per unit field, which is the polarizability $\alpha_l$. The moment is that of $r^lP_l$; other normalisations of the multipole give other numbers.
- For $w=r^{-(l+1)}$ it measures the potential that the displaced electron cloud produces near the nucleus. The electron has charge $-1$, so the external electrostatic potential is $+F\,r^lP_l$, and the cloud changes its coefficient at the nucleus from $F$ to $F(1-\gamma_l)$. The response is the shielding factor $\gamma_l$, and a positive value means shielding.

In nuclear quadrupole spectroscopy, a factor $1-\gamma_2$ scales the field gradient of charges outside the electron cloud. For this one-electron, nonrelativistic atom in a weak static field, the gradient at the position of the nucleus is two thirds of the applied one. (The nucleus of ordinary hydrogen has no quadrupole moment with which to detect it; the deuteron has one.)

## Solving for the first-order function

Put $f=ge^{-r}$. Then $f'=(g'-g)e^{-r}$ and $f''=(g''-2g'+g)e^{-r}$. In $(h_l+\tfrac12)f$ the terms $g/r$ and $-g/r$ cancel, as do $-g/2$ and $g/2$. What remains is

$$-\tfrac12\left(g''+\frac{2g'}r-2g'-\frac{l(l+1)g}{r^2}\right)e^{-r}.$$

For $g=g_l$ the derivatives are $g_l'=r^{l-1}+r^l$ and $g_l''=(l-1)r^{l-2}+l\,r^{l-1}$, so

$$g_l''+\frac{2g_l'}r=(l+1)r^{l-2}+(l+2)r^{l-1},\qquad \frac{l(l+1)g_l}{r^2}=(l+1)r^{l-2}+l\,r^{l-1}.$$

Their difference is $2r^{l-1}$. Subtracting $2g_l'=2r^{l-1}+2r^l$ leaves $-2r^l$, and the factor $-\tfrac12$ turns this into the required source $r^l$.

In Lean, `factor_ground_state` carries out the first step for any $g$ that is twice differentiable: `d1` and `d2` are the two derivatives of the product, and `ring` does the cancellation. `hasDerivAt_response` gives the slope of $g_l$ with $l=n+1$, so that $r^{l-1}$ appears as `r ^ n`. `first_order_equation` combines the two. Its auxiliary statement `key` rewrites $n r^{n-1}$ as $n r^n/r$, with $n=0$ treated separately because there the term vanishes. After that, `field_simp` and `ring` perform the cancellation of powers shown above.

The theorem says that $g_le^{-r}$ satisfies the equation for every $r>0$. That it is the physical solution follows from its regularity at the origin, its decay, and the hydrogen spectrum: two normalisable solutions would differ by a bound state of energy $-1/2$ with $l\ge1$, whereas bound states with $l\ge1$ have energies of at least $-1/8$.

## Evaluating the integrals

Everything rests on $\int_0^\infty r^ne^{-2r}dr=n!/2^{n+1}$. For the polarizability,

$$\alpha_l=\frac8{2l+1}\left[\frac{(2l+2)!}{l\,2^{2l+3}}+\frac{(2l+3)!}{(l+1)\,2^{2l+4}}\right]
=\frac{8\,(2l+2)!}{(2l+1)\,2^{2l+4}}\left[\frac2l+\frac{2l+3}{l+1}\right].$$

The last bracket equals $(2l+1)(l+2)/(l(l+1))$, hence

$$\alpha_l=\frac{(2l+2)!\,(l+2)}{2^{2l+1}\,l(l+1)} .$$

For the shielding factor, $r^2r^{-(l+1)}g_l=r/l+r^2/(l+1)$, and both moments equal $1/4$:

$$\gamma_l=\frac8{2l+1}\cdot\frac14\left[\frac1l+\frac1{l+1}\right]=\frac2{l(l+1)} .$$

For $l=2$ these are $\alpha_2=720\cdot4/(32\cdot6)=15$ and $\gamma_2=1/3$. For $l=1$ they are the dipole polarizability $9/2$ and $\gamma_1=1$: the nucleus of the neutral atom feels no net static field.

`radial_moment` obtains the moments from Mathlib's Gamma-function integral. `two_moments` adds two of them, which requires integrability; this is proved by contradiction, since `integral_undef` would make the moment zero while `radial_moment` shows that it is positive. In `multipole_polarizability` and `multipole_shielding`, the statement `hI` rewrites the integrand as two powers times $e^{-2r}$, and the closing `field_simp` and `ring` do the algebra. For the shielding, `k` records that the singular weight is harmless, because $r^2r^{-(l+1)}r^l=r$. The final theorem, `quadrupole_polarizability_and_shielding`, sets $l=2$ in both formulas.

## What is defined and what is proved

The response formula enters as a definition. The perturbation theory behind it, including the separation of angles and the link between $w=r^{-(l+1)}$ and the potential at the nucleus, is the physical argument given earlier. The angular average $1/(2l+1)$ is likewise built into `linearResponse`; `quadrupole_angular_average` confirms it for $l=2$ by integrating $P_2^2$ over $x=\cos\theta$ with an explicit antiderivative. The model has no relativistic terms, nuclear motion or finite nuclear size, and with a single electron there is no electron–electron interaction.

## Why $l=0$ is excluded

The first-order equation and the two multipole formulas assume `l ≠ 0`. For $l=0$ the first term of $g_l$ has a zero denominator, which Lean evaluates as zero, so `response 0 r` is just $r$. The left side of the first-order equation is then $(1-1/r)e^{-r}$, which vanishes at $r=1$, while the right side is $e^{-1}$.

The case is also different physically. The potential $-F\,r^0P_0=-F$ is a constant, which shifts the energy and leaves the wavefunction alone, so the true response is zero. Without that energy shift, the equation has no normalisable solution that stays finite at the origin: for such a solution the left side would be orthogonal to the ground state, and the source is not.

## The same equation in a basis-set program

For this one-electron atom, a program can expand the first-order function in a basis and solve a linear system for the coefficients, with the matrix of $H_0+\tfrac12$ on the left and the perturbation acting on $\psi_0$ on the right. With several electrons, the response of the electron–electron interaction has to be included as well. For hydrogen and $l=2$, the two radial functions $r^2e^{-r}$ and $r^3e^{-r}$ are enough: the exact coefficients are $1/2$ and $1/3$. In a program that accepts such exponential functions, this gives an exact test case for the solver and for both property integrals.

It also shows how differently the two properties react to a poor basis. With $r^2e^{-r}$ alone, the matrix element of $h_2+\tfrac12$ is $\int_0^\infty 2r^5e^{-2r}dr=15/4$ and the source term is $\int_0^\infty r^6e^{-2r}dr=45/8$, so the coefficient is $3/2$. The polarizability then comes out as $13.5$, which is 10% too low, but the shielding factor becomes $0.6$, nearly twice the exact value. The single function compensates for its missing outer part by being too large near the nucleus, where the weight $r^{-3}$ is greatest. A fairly good polarizability therefore does not guarantee a good shielding factor.
